# The trace of a product of two positive semidefinite matrices is real and nonnegative

For two positive semidefinite complex matrices `P` and `Q` of the same finite size, the lemma states that Tr(PQ) is real and nonnegative. In physics, if `P` is read as an unnormalised density matrix and `Q` as a positive observable, Tr(PQ) is the unnormalised expectation value; for nonzero `P` the normalised one is Tr(PQ)/Tr(P). The proof uses the fact that `P` lies in the additive closure of the matrices BᴴB, and proceeds by induction on that closure. For a single BᴴB, cycling the trace gives Tr(BQBᴴ), the trace of a positive semidefinite matrix; zero is immediate, and sums follow by additivity.

This version doesn't compile in Lean 4 with Mathlib:

```lean
import Mathlib

open Matrix
open scoped ComplexOrder MatrixOrder

namespace TraceMulNonneg

noncomputable section

variable {n : Type*} [Fintype n] [DecidableEq n]

/-- The trace of a product of two positive semidefinite matrices is real and nonnegative. -/
theorem trace_mul_nonneg {P Q : Matrix n n ℂ} (hP : P.PosSemidef) (hQ : Q.PosSemidef) :
    0 ≤ Matrix.trace (P * Q) := by
  -- `P` is a sum of matrices `Bᴴ B`
  have h := StarOrderedRing.nonneg_iff.mp (Matrix.nonneg_iff_posSemidef.mpr hP)
  induction h using AddSubmonoid.closure_induction with
  | mem x hx =>
    obtain ⟨B, rfl⟩ := hx
    change 0 ≤ Matrix.trace (Bᴴ * B * Q)
    rw [Matrix.trace_mul_cycle, Matrix.trace_mul_cycle]
    exact (hQ.mul_mul_conjTranspose_same B).trace_nonneg
  | zero => simp
  | add x y _ _ hx hy =>
    rw [add_mul, Matrix.trace_add]
    exact add_nonneg hx hy

end

end TraceMulNonneg
```

Lean reports:

```
Main.lean:26:21: error: Application type mismatch: The argument
  hx
has type
  x.PosSemidef → 0 ≤ (x * Q).trace
but is expected to have type
  0 ≤ (x * Q).trace
in the application
  add_nonneg hx
```

The change, after which it compiles:

```diff
@@ -15,4 +15,5 @@
   -- `P` is a sum of matrices `Bᴴ B`
   have h := StarOrderedRing.nonneg_iff.mp (Matrix.nonneg_iff_posSemidef.mpr hP)
+  clear hP
   induction h using AddSubmonoid.closure_induction with
   | mem x hx =>
```

What went wrong. The message says that in the sum case `hx` is not the inequality `0 ≤ (x * Q).trace` but an implication, which yields that inequality only once `x.PosSemidef` is supplied. `add_nonneg` needs the inequality itself.

The extra premise comes from `hP`. The induction on `h` replaces `P` by a varying matrix, and `hP : P.PosSemidef` is still in the context and depends on `P`. Lean therefore carries it into the statement being proved by induction, which becomes "if the matrix is positive semidefinite, then its trace against `Q` is nonnegative". The induction hypotheses for `x` and `y` inherit that condition.

The added line `clear hP` removes the hypothesis before the induction starts. Its only use was to obtain `h`, which is already in the context and stays there. The induction now runs on the bare inequality, so `hx` and `hy` have the types that `add_nonneg` expects.
